# With distinct energies, a finite vibrational basis has a negative second-order centrifugal distortion constant exactly when two of its levels are coupled

I treat a truncated vibrational basis as a finite set s of levels taken from a fixed, possibly infinite ladder. Dropping levels shortens the perturbation sum, but the energies E_v and matrix elements W_vw of the remaining levels stay as they were. For each level v in s I then compute the centrifugal distortion constant

    D_v = Σ_{w∈s, w≠v} |W_vw|² / (E_w − E_v).

As a test I took a harmonic oscillator with levels 0 to 10 and a coupling linear in the displacement. Ten levels gave the same positive constant, but the top one came out negative and ten times as large. Is this a bug in my code, and would a larger basis cure it?

## The highest coupled level must come out negative

It is not a bug, and a larger basis only moves the negative value to a higher level. In any finite basis with distinct energies and a Hermitian W, as soon as two different levels are coupled, at least one D_v is negative.

Here W is the matrix of the rotational constant B(R) between vibrational states, with the factor J(J+1) taken out. The second-order energy shift of level v is −D_v [J(J+1)]², so a positive D_v lowers the rotational energy, as expected when the molecule stretches.

**The sum over levels.** Write t(v,w) = |W_vw|²/(E_w − E_v) for v ≠ w. Hermiticity gives |W_wv| = |W_vw|, while the denominator changes sign when v and w are exchanged. So t(w,v) = −t(v,w), and renaming the summation indices gives

    S = Σ_v D_v = Σ_{v≠w} t(v,w) = Σ_{v≠w} t(w,v) = −S,

hence S = 0. Positive constants in a finite basis have to be balanced by negative ones.

**The two ends of the basis.** If v lies strictly below all other levels of s, every denominator E_w − E_v is positive and D_v ≥ 0. If v lies strictly above them, every denominator is negative and D_v ≤ 0. The value may be zero, since the highest level may be coupled to nothing.

**A strictly negative constant.** Consider only those levels of s that are coupled to some other level of s. If there are any, let v be the highest of them. Take any w ≠ v in s with W_vw ≠ 0. Then W_wv ≠ 0 too, so w is itself a coupled level and E_w ≤ E_v. The energies are distinct, so E_w < E_v. Every non-zero term of D_v is therefore negative, and there is at least one, so D_v < 0. Conversely, if no two different levels are coupled, every term vanishes and all D_v are zero.

## In the oscillator, the missing upper neighbour changes the sign

Take E_n = ω(n + 1/2) with ħ = 1, and let neighbouring levels v and w have the matrix element g√max(v,w). The constant g stands for the slope of B(R) at equilibrium times the root-mean-square zero-point displacement. In the basis 0, …, N, a level v < N has an upper neighbour and, for v > 0, a lower one:

    D_v = g²(v+1)/ω − g²v/ω = g²/ω.

For v = 0 the second term is zero, as it should be. The top level has no upper neighbour in the basis, so only the lower term remains:

    D_N = −N g²/ω.

With N = 10 these are your numbers. If you add level N+1, level N returns to g²/ω, which shows that its negative value came from the truncation. The new top level then has −(N+1)g²/ω.

For rovibrational calculations that use this second-order sum over a finite set of levels, the practical consequence is to check the constants of the upper levels against a larger basis before reporting them. A negative D_v alone does not identify a truncation error, because with a general W an excited level could keep a negative value as the basis grows.

## How the Lean file expresses this

The type `ι` labels all levels, and `s : Finset ι` is the truncated basis. `E : ι → ℝ` and `W : Matrix ι ι ℂ` are given on the whole level set, so enlarging the basis changes `s` and nothing else. In `distortion s E W v` the sum runs over `s.erase v`, the basis without v.

- `sum_distortion_eq_zero` says that for Hermitian `W` the constants sum to zero over `s`.
- `lowest_nonneg` and `highest_nonpos` give the signs at the two ends. They need only the energy ordering, not Hermiticity.
- `exists_negative_distortion_iff` is the equivalence. Its hypothesis `Set.InjOn E (s : Set ι)` says that different levels of the basis have different energies, as the bound vibrational levels of a diatomic molecule do. Degenerate vibrations of larger molecules call for degenerate perturbation theory instead.
- `oscillator_truncation` gives the oscillator values multiplied by ω, for any ω ≠ 0; the physical case is ω > 0.

Lean evaluates division by zero as zero, which is why the sum rule can be stated without distinct energies. For two coupled levels of equal energy, however, the second-order formula breaks down, and the value that `distortion` assigns to them has no physical meaning.

The model is second-order perturbation theory with discrete levels. It leaves out higher distortion constants and the vibrational continuum. It also leaves out the change in E and W that occurs when the vibrational states themselves are computed in a truncated primitive basis.

```lean
import Mathlib

namespace CentrifugalDistortion

noncomputable section

variable {ι : Type*} [DecidableEq ι]

/-- Centrifugal distortion constant of level `v` in the truncated basis `s`, with level energies
`E` and coupling matrix `W`. Its domain is that no other level of `s` has the energy of `v`. -/
def distortion (s : Finset ι) (E : ι → ℝ) (W : Matrix ι ι ℂ) (v : ι) : ℝ :=
  ∑ w ∈ s.erase v, ‖W v w‖ ^ 2 / (E w - E v)

/-- The excluded term `w = v` may be put back into the sum, where Lean counts it as zero. -/
theorem distortion_eq_sum (s : Finset ι) (E : ι → ℝ) (W : Matrix ι ι ℂ) (v : ι) :
    distortion s E W v = ∑ w ∈ s, ‖W v w‖ ^ 2 / (E w - E v) := by
  unfold distortion
  exact Finset.sum_erase _ (by simp)

/-- For a Hermitian coupling the distortion constants of a truncated basis sum to zero.
Terms between levels of equal energy, if there are any, are counted as zero. -/
theorem sum_distortion_eq_zero (s : Finset ι) (E : ι → ℝ) {W : Matrix ι ι ℂ}
    (hW : W.IsHermitian) : ∑ v ∈ s, distortion s E W v = 0 := by
  simp only [distortion_eq_sum]
  -- exchanging the two levels reverses the sign of every term
  have key : ∑ v ∈ s, ∑ w ∈ s, ‖W v w‖ ^ 2 / (E w - E v)
      = -∑ v ∈ s, ∑ w ∈ s, ‖W v w‖ ^ 2 / (E w - E v) := by
    calc ∑ v ∈ s, ∑ w ∈ s, ‖W v w‖ ^ 2 / (E w - E v)
        = ∑ v ∈ s, ∑ w ∈ s, ‖W w v‖ ^ 2 / (E v - E w) := Finset.sum_comm
      _ = -∑ v ∈ s, ∑ w ∈ s, ‖W v w‖ ^ 2 / (E w - E v) := by
        rw [← Finset.sum_neg_distrib]
        refine Finset.sum_congr rfl fun v _ => ?_
        rw [← Finset.sum_neg_distrib]
        refine Finset.sum_congr rfl fun w _ => ?_
        have hn : ‖W w v‖ = ‖W v w‖ := by rw [← hW.apply v w, norm_star]
        rw [hn, ← neg_sub (E w) (E v), div_neg]
  linarith

/-- A level strictly below all other levels of the basis has a non-negative distortion constant. -/
theorem lowest_nonneg {s : Finset ι} {E : ι → ℝ} (W : Matrix ι ι ℂ) {v : ι}
    (hv : ∀ w ∈ s, w ≠ v → E v < E w) : 0 ≤ distortion s E W v := by
  unfold distortion
  refine Finset.sum_nonneg fun w hw => ?_
  have h := hv w (Finset.mem_of_mem_erase hw) (Finset.ne_of_mem_erase hw)
  exact div_nonneg (sq_nonneg _) (by linarith)

/-- A level strictly above all other levels of the basis has a non-positive distortion constant. -/
theorem highest_nonpos {s : Finset ι} {E : ι → ℝ} (W : Matrix ι ι ℂ) {v : ι}
    (hv : ∀ w ∈ s, w ≠ v → E w < E v) : distortion s E W v ≤ 0 := by
  unfold distortion
  refine Finset.sum_nonpos fun w hw => ?_
  have h := hv w (Finset.mem_of_mem_erase hw) (Finset.ne_of_mem_erase hw)
  exact div_nonpos_of_nonneg_of_nonpos (sq_nonneg _) (by linarith)

/-- A level that is coupled to at least one other level of the basis, and only to levels below
it, has a strictly negative distortion constant. -/
theorem distortion_neg_of_couples_down {s : Finset ι} {E : ι → ℝ} {W : Matrix ι ι ℂ} {v : ι}
    (hdown : ∀ w ∈ s, w ≠ v → W v w ≠ 0 → E w < E v)
    (hc : ∃ w ∈ s, w ≠ v ∧ W v w ≠ 0) : distortion s E W v < 0 := by
  have h : ∑ w ∈ s.erase v, ‖W v w‖ ^ 2 / (E w - E v) < ∑ w ∈ s.erase v, (0 : ℝ) := by
    apply Finset.sum_lt_sum
    · intro w hw
      by_cases hz : W v w = 0
      · simp [hz]
      · have h := hdown w (Finset.mem_of_mem_erase hw) (Finset.ne_of_mem_erase hw) hz
        exact div_nonpos_of_nonneg_of_nonpos (sq_nonneg _) (by linarith)
    · obtain ⟨w, hw, hne, hz⟩ := hc
      have h := hdown w hw hne hz
      exact ⟨w, Finset.mem_erase.2 ⟨hne, hw⟩,
        div_neg_of_pos_of_neg (pow_pos (norm_pos_iff.2 hz) 2) (by linarith)⟩
  rw [Finset.sum_const_zero] at h
  exact h

/-- For a Hermitian coupling and distinct level energies, a truncated basis contains a level with
negative distortion constant exactly when two different levels of the basis are coupled. -/
theorem exists_negative_distortion_iff {s : Finset ι} {E : ι → ℝ} {W : Matrix ι ι ℂ}
    (hW : W.IsHermitian) (hE : Set.InjOn E (s : Set ι)) :
    (∃ v ∈ s, distortion s E W v < 0) ↔ ∃ v ∈ s, ∃ w ∈ s, w ≠ v ∧ W v w ≠ 0 := by
  classical
  constructor
  · rintro ⟨v, hv, hneg⟩
    by_contra hno
    have h0 : ∀ w ∈ s, w ≠ v → W v w = 0 := fun w hw hne =>
      by_contra fun h => hno ⟨v, hv, w, hw, hne, h⟩
    have hD : distortion s E W v = 0 := by
      unfold distortion
      refine Finset.sum_eq_zero fun w hw => ?_
      simp [h0 w (Finset.mem_of_mem_erase hw) (Finset.ne_of_mem_erase hw)]
    linarith
  · rintro ⟨a, ha, hac⟩
    -- take the highest of all levels that are coupled to some other level
    obtain ⟨v, hv, hmax⟩ := Finset.exists_max_image
      (s.filter fun v => ∃ w ∈ s, w ≠ v ∧ W v w ≠ 0) E ⟨a, Finset.mem_filter.2 ⟨ha, hac⟩⟩
    obtain ⟨hvs, hvc⟩ := Finset.mem_filter.1 hv
    refine ⟨v, hvs, distortion_neg_of_couples_down (fun w hw hne hz => ?_) hvc⟩
    have hz' : W w v ≠ 0 := by
      intro h
      apply hz
      rw [← hW.apply v w, h, star_zero]
    have hle := hmax w (Finset.mem_filter.2 ⟨hw, v, hvs, hne.symm, hz'⟩)
    exact lt_of_le_of_ne hle fun h => hne (hE hw hvs h)

/-- Harmonic oscillator energies `ω (n + 1/2)`, in units with `ħ = 1`. -/
def oscillatorEnergy (ω : ℝ) (n : ℕ) : ℝ := ω * (n + 1 / 2)

/-- Coupling linear in the displacement of the oscillator: neighbouring levels `v`, `w` have the
matrix element `g √(max v w)`, all others zero. -/
def oscillatorCoupling (g : ℝ) : Matrix ℕ ℕ ℂ := fun v w =>
  if w = v + 1 ∨ v = w + 1 then ((g * Real.sqrt ((max v w : ℕ) : ℝ) : ℝ) : ℂ) else 0

/-- The linear coupling of the oscillator is Hermitian. -/
theorem oscillatorCoupling_isHermitian (g : ℝ) : (oscillatorCoupling g).IsHermitian := by
  refine Matrix.IsHermitian.ext fun v w => ?_
  by_cases h : w = v + 1 ∨ v = w + 1
  · have e1 : oscillatorCoupling g v w
        = ((g * Real.sqrt ((max v w : ℕ) : ℝ) : ℝ) : ℂ) := if_pos h
    have e2 : oscillatorCoupling g w v
        = ((g * Real.sqrt ((max w v : ℕ) : ℝ) : ℝ) : ℂ) := if_pos h.symm
    rw [e1, e2, max_comm w v]
    exact Complex.conj_ofReal _
  · have e1 : oscillatorCoupling g v w = 0 := if_neg h
    have e2 : oscillatorCoupling g w v = 0 := if_neg fun k => h k.symm
    rw [e1, e2, star_zero]

/-- The squared matrix element between neighbouring oscillator levels is `g² max(v, w)`. -/
theorem oscillatorCoupling_sq (g : ℝ) {v w : ℕ} (h : w = v + 1 ∨ v = w + 1) :
    ‖oscillatorCoupling g v w‖ ^ 2 = g ^ 2 * ((max v w : ℕ) : ℝ) := by
  have e : oscillatorCoupling g v w
      = ((g * Real.sqrt ((max v w : ℕ) : ℝ) : ℝ) : ℂ) := if_pos h
  rw [e, Complex.norm_real, Real.norm_eq_abs, sq_abs, mul_pow, Real.sq_sqrt (Nat.cast_nonneg _)]

/-- For the linearly coupled oscillator with `ω ≠ 0` in the basis `0, …, N`, every level below the
top one has `ω D = g²`, whereas the top level has `ω D = -N g²`. -/
theorem oscillator_truncation (g : ℝ) {ω : ℝ} (hω : ω ≠ 0) (N : ℕ) :
    (∀ v < N, ω * distortion (Finset.range (N + 1)) (oscillatorEnergy ω)
      (oscillatorCoupling g) v = g ^ 2) ∧
    ω * distortion (Finset.range (N + 1)) (oscillatorEnergy ω)
      (oscillatorCoupling g) N = -(N * g ^ 2) := by
  -- only the upper and the lower neighbour contribute
  have term : ∀ v w : ℕ, ‖oscillatorCoupling g v w‖ ^ 2 /
      (oscillatorEnergy ω w - oscillatorEnergy ω v)
      = (if w = v + 1 then g ^ 2 * ((v : ℝ) + 1) / ω else 0)
        + (if w = v - 1 then -(g ^ 2 * (v : ℝ) / ω) else 0) := by
    intro v w
    by_cases h1 : w = v + 1
    · have hr : (w : ℝ) = v + 1 := by exact_mod_cast h1
      have hd : oscillatorEnergy ω w - oscillatorEnergy ω v = ω := by
        unfold oscillatorEnergy
        rw [hr]
        ring
      rw [oscillatorCoupling_sq g (Or.inl h1), max_eq_right (by omega : v ≤ w), hd, if_pos h1,
        if_neg (by omega : ¬ w = v - 1), add_zero, hr]
    · by_cases h2 : v = w + 1
      · have hr : (v : ℝ) = w + 1 := by exact_mod_cast h2
        have hd : oscillatorEnergy ω w - oscillatorEnergy ω v = -ω := by
          unfold oscillatorEnergy
          rw [hr]
          ring
        rw [oscillatorCoupling_sq g (Or.inr h2), max_eq_left (by omega : w ≤ v), hd, if_neg h1,
          if_pos (by omega : w = v - 1), div_neg, zero_add]
      · have hz : oscillatorCoupling g v w = 0 := if_neg (by omega)
        rw [hz, if_neg h1]
        by_cases h3 : w = v - 1
        · have hv0 : v = 0 := by omega
          rw [if_pos h3, hv0]
          simp
        · simp [h3]
  have total : ∀ v ≤ N, distortion (Finset.range (N + 1)) (oscillatorEnergy ω)
      (oscillatorCoupling g) v
      = (if v + 1 ∈ Finset.range (N + 1) then g ^ 2 * ((v : ℝ) + 1) / ω else 0)
        + -(g ^ 2 * (v : ℝ) / ω) := by
    intro v hv
    have hm : v - 1 ∈ Finset.range (N + 1) := Finset.mem_range.2 (by omega)
    rw [distortion_eq_sum, Finset.sum_congr rfl (fun w _ => term v w), Finset.sum_add_distrib,
      Finset.sum_ite_eq', Finset.sum_ite_eq', if_pos hm]
  have hi : ω * ω⁻¹ = 1 := mul_inv_cancel₀ hω
  constructor
  · intro v hv
    have hm : v + 1 ∈ Finset.range (N + 1) := Finset.mem_range.2 (by omega)
    rw [total v hv.le, if_pos hm]
    simp only [div_eq_mul_inv]
    linear_combination g ^ 2 * hi
  · -- the top level has lost its upper neighbour
    have hm : ¬ N + 1 ∈ Finset.range (N + 1) := by simp
    rw [total N le_rfl, if_neg hm]
    simp only [div_eq_mul_inv]
    linear_combination (-(N : ℝ) * g ^ 2) * hi

end

end CentrifugalDistortion
```

```lean
#print axioms CentrifugalDistortion.highest_nonpos
#print axioms CentrifugalDistortion.exists_negative_distortion_iff
#print axioms CentrifugalDistortion.oscillatorCoupling_isHermitian
#print axioms CentrifugalDistortion.oscillator_truncation
```

```
'CentrifugalDistortion.highest_nonpos' depends on axioms: [propext, Classical.choice, Quot.sound]
'CentrifugalDistortion.exists_negative_distortion_iff' depends on axioms: [propext, Classical.choice, Quot.sound]
'CentrifugalDistortion.oscillatorCoupling_isHermitian' depends on axioms: [propext, Classical.choice, Quot.sound]
'CentrifugalDistortion.oscillator_truncation' depends on axioms: [propext, Classical.choice, Quot.sound]
```

## From the exchange of levels to the Lean proofs

`distortion_eq_sum` puts the term w = v back into the sum, so that both indices run over the same set. In `sum_distortion_eq_zero`, the step `key` is the equation S = −S: `Finset.sum_comm` exchanges the two summations, `hW.apply v w` with `norm_star` gives the equality of the moduli, and `div_neg` takes out the sign of the denominator. `linarith` then concludes S = 0.

The lemmas for the lowest and highest level check the sign of each term and sum with `Finset.sum_nonneg` or `Finset.sum_nonpos`.

`distortion_neg_of_couples_down` contains the strict inequality. It assumes that v is coupled to at least one other level of the basis and only to levels below it. `Finset.sum_lt_sum` asks for two things: no term is positive, and one term is strictly negative. The first follows by distinguishing zero from non-zero matrix elements, and the second comes from the assumed partner.

In the main theorem, the direction from a negative constant to a coupling is by contradiction: without a partner for v, every term of D_v is zero. For the other direction, `s.filter` selects the coupled levels and `Finset.exists_max_image` picks one of highest energy. Hermiticity gives `hz'`, the non-zero element W_wv, so the partner w belongs to the selected set and `hmax` yields E_w ≤ E_v. The hypothesis `hE` excludes equality, and the preceding lemma finishes the argument.

For the oscillator, `oscillatorCoupling_isHermitian` shows that the general theorems apply to this coupling, and `oscillatorCoupling_sq` evaluates the squared matrix element as g² max(v,w). Inside `oscillator_truncation`, `term` writes each summand as an upper-neighbour part at w = v + 1 plus a lower-neighbour part at w = v − 1. Subtraction of natural numbers gives 0 − 1 = 0, so for v = 0 the lower part sits at w = 0, where its value is zero anyway. `total` adds up the two parts and keeps the upper one only if v + 1 is in the basis. That condition holds for v < N and fails for v = N, and `linear_combination` completes the algebra in both cases with ω ω⁻¹ = 1.
